# Zero modes of a linearised rotor chain: one on the open chain, none on a ring with $|a|\neq|b|$

## Rotors, bonds and extensions

An open chain has $N+1$ rotors, numbered $n=0,\dots,N$ from left to right. Each rotor turns about a fixed pivot, and $u_n\in\mathbb R$ is its small displacement from equilibrium. Bond $n$, with $n=0,\dots,N-1$, joins rotor $n$ to rotor $n+1$. To first order in the displacements its extension is

$$e_n = a\,u_n + b\,u_{n+1}.$$

The real constants $a$ and $b$ are postulated. They stand for the equilibrium geometry: $a$ is the lengthening of a bond per unit displacement of its left rotor, and $b$ is the same for its right rotor. They are equal on all bonds, so the chain is uniform.

A zero mode is a displacement with $e_n=0$ on every bond. If the bonds are springs of positive stiffness, unstressed at equilibrium, and no other forces act, it costs no harmonic energy. A state of self-stress is a set of bond tensions $t_n$ that does no work on any displacement, which means that the tensions balance on every rotor.

For $a,b\neq0$ the open chain has exactly one independent zero mode. Its amplitude falls strictly from the left end if $|a|<|b|$ and rises strictly towards the right end if $|b|<|a|$. In a harmonic calculation on this uniform nearest-neighbour model with $|a|\neq|b|$, a periodic cell has no zero-frequency mode, while the same chain cut open has one.

```lean
import Mathlib

open Matrix

namespace RotorChain

noncomputable section
```

The map from displacements to extensions is called the compatibility map. In Lean it is `extension a b N`, a linear map from `Fin (N + 1) → ℝ`, the rotor displacements, to `Fin N → ℝ`, the bond extensions. For a bond `n : Fin N`, the expression `n.castSucc` is the rotor at its left end and `n.succ` the rotor at its right end. The two extra fields check that the map is linear. Masses and stiffnesses do not enter, and neither do finite rotations or bonds to further neighbours.

```lean
/-- The compatibility map of an open chain of `N + 1` rotors: it sends the displacements `u` to
the `N` bond extensions `a u_n + b u_{n+1}`. -/
def extension (a b : ℝ) (N : ℕ) : (Fin (N + 1) → ℝ) →ₗ[ℝ] (Fin N → ℝ) where
  toFun u n := a * u n.castSucc + b * u n.succ
  map_add' u v := by
    ext n
    simp only [Pi.add_apply]
    ring
  map_smul' c u := by
    ext n
    simp only [Pi.smul_apply, smul_eq_mul, RingHom.id_apply]
    ring
```

## The geometric zero mode

The candidate for the zero mode is the sequence $r^n$ with $r=-a/b$. It has unit amplitude at the left end and is not normalised. For $r^2\neq1$ the normalised mode is

$$\hat u_n = r^n\sqrt{\frac{1-r^2}{1-r^{2(N+1)}}},$$

and for $r^2=1$ it is $r^n/\sqrt{N+1}$.

```lean
/-- The geometric displacement pattern `(-a/b)^n`, with unit amplitude at the left end. -/
def edgeMode (a b : ℝ) (N : ℕ) : Fin (N + 1) → ℝ := fun n => (-a / b) ^ (n : ℕ)
```

Let $b\neq0$. If bond $n$ is unstretched, then $a u_n+b u_{n+1}=0$, so

$$u_{n+1}=-\frac ab\,u_n .$$

Each rotor is fixed by the one to its left, and induction along the chain gives $u_n=(-a/b)^n u_0$. Conversely, substituting this sequence into the extension gives

$$a r^n u_0+b r^{n+1}u_0=(a+br)\,r^n u_0=0,$$

because $br=-a$.

The theorem `zero_mode_iff` states both directions: `extension a b N u = 0` holds exactly when every `u n` has the geometric form. The first half of the proof is the induction, in which `hs` is the recursion above. In the second half `hc` is the identity $br=-a$, and `linear_combination` multiplies it by $r^n u_0$.

```lean
/-- For `b ≠ 0`, a displacement stretches no bond exactly when it is the geometric sequence `u_n =
(-a/b)^n u_0`. -/
theorem zero_mode_iff {a b : ℝ} {N : ℕ} (hb : b ≠ 0) (u : Fin (N + 1) → ℝ) :
    extension a b N u = 0 ↔ ∀ n, u n = (-a / b) ^ (n : ℕ) * u 0 := by
  constructor
  · intro h n
    induction n using Fin.induction with
    | zero => simp
    | succ i ih =>
      -- each unstretched bond fixes the next rotor from the previous one
      have hi : a * u i.castSucc + b * u i.succ = 0 := congrFun h i
      have hs : u i.succ = (-a / b) * u i.castSucc := by
        rw [div_mul_eq_mul_div, eq_div_iff hb]
        linarith
      rw [hs, ih]
      show (-a / b) * ((-a / b) ^ (i : ℕ) * u 0) = (-a / b) ^ ((i : ℕ) + 1) * u 0
      rw [pow_succ]
      ring
  · intro h
    ext i
    show a * u i.castSucc + b * u i.succ = 0
    rw [h i.castSucc, h i.succ]
    show a * ((-a / b) ^ (i : ℕ) * u 0) + b * ((-a / b) ^ ((i : ℕ) + 1) * u 0) = 0
    have hc : b * (-a / b) = -a := by field_simp
    generalize -a / b = r at hc ⊢
    linear_combination r ^ (i : ℕ) * u 0 * hc
```

The only freedom left is the number $u_0$, so the zero modes are the multiples of the geometric sequence. In linear-algebra terms, the kernel of the compatibility map is the span of `edgeMode a b N`. Given a zero mode, the proof takes `u 0` as the multiplier; given a multiple of the edge mode, it reads off the geometric form.

```lean
/-- For `b ≠ 0`, the zero modes of the open chain are the multiples of `edgeMode a b N`. -/
theorem ker_extension {a b : ℝ} {N : ℕ} (hb : b ≠ 0) :
    LinearMap.ker (extension a b N) = Submodule.span ℝ {edgeMode a b N} := by
  ext u
  rw [LinearMap.mem_ker, zero_mode_iff hb, Submodule.mem_span_singleton]
  constructor
  · intro h
    exact ⟨u 0, funext fun n => (mul_comm _ _).trans (h n).symm⟩
  · rintro ⟨c, rfl⟩ n
    simp [edgeMode, mul_comm]
```

A single vector spans a line provided that it is not zero. The edge mode has the value $1$ at $n=0$, so the space of zero modes has dimension one.

The hypothesis is only $b\neq0$, which admits the limiting case $a=0$. There the bonds do not respond to their left rotors, and the zero mode is $(1,0,\dots,0)$: the leftmost rotor turns and all others stay at rest. The smallest chain, $N=0$, is a single rotor without bonds, and its one displacement is trivially a zero mode.

```lean
/-- For `b ≠ 0`, the space of zero modes of the open chain has dimension one. -/
theorem finrank_zero_modes {a b : ℝ} {N : ℕ} (hb : b ≠ 0) :
    Module.finrank ℝ (LinearMap.ker (extension a b N)) = 1 := by
  rw [ker_extension hb]
  apply finrank_span_singleton
  intro h
  have h0 := congrFun h 0
  simp [edgeMode] at h0
```

## No self-stress on the open chain

The chain has $N+1$ displacements and $N$ bonds. Since the zero modes take up one dimension, rank-nullity gives

$$\operatorname{rank} = (N+1)-1 = N .$$

The compatibility map is therefore surjective: any set of extensions can be produced by some displacement. Now let $t$ be a set of tensions that does no work, so that $\sum_n t_n e_n=0$ for the extensions $e$ of every displacement. Choose a displacement whose extensions are $e_n=t_n$. Then $\sum_n t_n^2=0$, and all tensions vanish.

In `no_self_stress` the hypothesis `ht` is the condition of zero work, written with the dot product `⬝ᵥ`. The equation `hr` is rank-nullity, `htop` is surjectivity, and the last line is the step from $t\cdot t=0$ to $t=0$.

```lean
/-- For `b ≠ 0`, bond tensions that do no work on any displacement of the open chain vanish: there
is no non-zero state of self-stress. -/
theorem no_self_stress {a b : ℝ} {N : ℕ} (hb : b ≠ 0) (t : Fin N → ℝ)
    (ht : ∀ u, t ⬝ᵥ extension a b N u = 0) : t = 0 := by
  -- rank-nullity: one zero mode leaves N independent extensions
  have hr := LinearMap.finrank_range_add_finrank_ker (extension a b N)
  rw [finrank_zero_modes hb, Module.finrank_fin_fun] at hr
  have htop : LinearMap.range (extension a b N) = ⊤ :=
    Submodule.eq_top_of_finrank_eq (by rw [Module.finrank_fin_fun]; omega)
  obtain ⟨u, hu⟩ := LinearMap.range_eq_top.mp htop t
  have h := ht u
  rw [hu] at h
  exact dotProduct_self_eq_zero.mp h
```

## Which end carries the mode

The comparison of neighbouring amplitudes needs only the condition on one bond. If $ax+by=0$, then $ax=-by$, and taking absolute values gives

$$|a|\,|x|=|b|\,|y| .$$

The rotor with the smaller coefficient has the larger amplitude, as long as the two are not both at rest.

```lean
/-- On an unstretched bond the amplitudes `x`, `y` of the two rotors satisfy
`|a| |x| = |b| |y|`. -/
theorem amplitude_balance {a b x y : ℝ} (h : a * x + b * y = 0) :
    |a| * |x| = |b| * |y| := by
  rw [← abs_mul, ← abs_mul, eq_neg_of_add_eq_zero_left h, abs_neg]
```

Let $a,b\neq0$ and let $u$ be a non-zero zero mode. Then $u_0\neq0$, since otherwise the geometric form would make every $u_n$ vanish. As $-a/b\neq0$ too, no rotor is at rest: $|u_n|>0$ for all $n$.

Suppose that $|a|<|b|$ and that the amplitude failed to fall across some bond, so that $|u_n|\le|u_{n+1}|$. Then

$$|a|\,|u_n|\le|a|\,|u_{n+1}|<|b|\,|u_{n+1}|,$$

which contradicts the balance on that bond. Hence $|u_{n+1}|<|u_n|$. If instead $|b|<|a|$ and $|u_{n+1}|\le|u_n|$, then

$$|b|\,|u_{n+1}|\le|b|\,|u_n|<|a|\,|u_n|,$$

again a contradiction, so the amplitude rises across every bond.

The theorem `zero_mode_edge` joins this to the dimension count. `StrictAnti fun n => |u n|` says that the amplitude strictly decreases with the rotor number, and `StrictMono` that it strictly increases. In the proof `hne` records that no rotor is at rest and `hbal` is the balance on each bond. The two lemmas from the `Fin` namespace reduce monotonicity along the chain to neighbouring rotors, and `h1` and `h2` are the two inequalities in the chains above.

The condition $a\neq0$ enters through the word "strictly". With $a=0$ and three or more rotors, the amplitudes $1,0,0,\dots$ do not keep falling. For $|a|=|b|$ the theorem gives the dimension but no preferred end, and the balance shows that all amplitudes are then equal.

The same argument applies to a chain whose coefficients $a_n,b_n$ vary from bond to bond, all of them non-zero. The recursion still fixes every rotor from $u_0$, and if $|a_n|<|b_n|$ on each bond, the balance makes the amplitude fall across each bond. This variant is argued here by hand; `zero_mode_edge` has uniform coefficients.

```lean
/-- For non-zero `a` and `b`, the open rotor chain has a one-dimensional space of zero modes. The
amplitude of a non-zero zero mode strictly decreases from left to right if `|a| < |b|` and strictly
increases if `|b| < |a|`. -/
theorem zero_mode_edge {a b : ℝ} {N : ℕ} (ha : a ≠ 0) (hb : b ≠ 0) :
    Module.finrank ℝ (LinearMap.ker (extension a b N)) = 1 ∧
    ∀ u : Fin (N + 1) → ℝ, extension a b N u = 0 → u ≠ 0 →
      (|a| < |b| → StrictAnti fun n => |u n|) ∧
      (|b| < |a| → StrictMono fun n => |u n|) := by
  refine ⟨finrank_zero_modes hb, fun u h hu => ?_⟩
  have hg := (zero_mode_iff hb u).mp h
  have h0 : u 0 ≠ 0 := by
    intro h0
    apply hu
    ext m
    have hm := hg m
    rw [h0, mul_zero] at hm
    exact hm
  -- no rotor is at rest in a non-zero zero mode
  have hne : ∀ n, 0 < |u n| := by
    intro n
    have hn : (-a / b) ^ (n : ℕ) * u 0 ≠ 0 :=
      mul_ne_zero (pow_ne_zero _ (div_ne_zero (neg_ne_zero.mpr ha) hb)) h0
    exact abs_pos.mpr (fun hz => hn ((hg n).symm.trans hz))
  have hbal : ∀ i : Fin N, |a| * |u i.castSucc| = |b| * |u i.succ| :=
    fun i => amplitude_balance (congrFun h i)
  constructor
  · intro hab
    refine Fin.strictAnti_iff_succ_lt.mpr fun i => ?_
    by_contra hle
    have h1 := mul_le_mul_of_nonneg_left (not_lt.mp hle) (abs_nonneg a)
    have h2 := mul_lt_mul_of_pos_right hab (hne i.succ)
    linarith [hbal i]
  · intro hab
    refine Fin.strictMono_iff_lt_succ.mpr fun i => ?_
    by_contra hle
    have h1 := mul_le_mul_of_nonneg_left (not_lt.mp hle) (abs_nonneg b)
    have h2 := mul_lt_mul_of_pos_right hab (hne i.castSucc)
    linarith [hbal i]
```

## Normalisability on a half-infinite chain

On a finite chain every mode can be normalised. The distinction between the two ends becomes sharper when the chain has a left end and continues without limit to the right. Let $b\neq0$ and $q=a/b$. The bond condition gives $u_{n+1}=-q\,u_n$, so

$$u_n^2=u_0^2\,(q^2)^n .$$

A non-zero mode has $u_0\neq0$. The sum of the squares is then a non-zero multiple of a geometric series, which converges exactly when $q^2<1$, that is, when $|a|<|b|$. In that case the normalised mode has weight $(1-q^2)\,q^{2n}$ on rotor $n$. If $|a|\ge|b|$, the bond conditions still have a non-zero solution, but it cannot be normalised.

In Lean the displacements are now a function `u : ℕ → ℝ`, and the bond conditions are the hypothesis `h`. `Summable (fun n => u n ^ 2)` is the requirement of a finite norm. The induction `hsq` establishes the geometric form of the squares. The final chain of rewrites removes the non-zero factor $u_0^2$, applies the criterion for the geometric series, and turns $|q|<1$ into $|a|<|b|$.

```lean
/-- On a half-infinite chain with a left end and `b ≠ 0`, a non-zero zero mode is square-summable
exactly when `|a| < |b|`. -/
theorem half_infinite_normalisable_iff {a b : ℝ} (hb : b ≠ 0) (u : ℕ → ℝ)
    (h : ∀ n, a * u n + b * u (n + 1) = 0) (hu : u ≠ 0) :
    Summable (fun n => u n ^ 2) ↔ |a| < |b| := by
  obtain ⟨q, hq⟩ : ∃ q, q = a / b := ⟨_, rfl⟩
  have hqb : b * q = a := by rw [hq]; field_simp
  -- the squared amplitudes form a geometric sequence
  have hsq : ∀ n, u n ^ 2 = u 0 ^ 2 * (q ^ 2) ^ n := by
    intro n
    induction n with
    | zero => simp
    | succ n ih =>
      have hs : u (n + 1) = -(q * u n) := by
        apply mul_left_cancel₀ hb
        linear_combination h n + u n * hqb
      rw [hs, neg_sq, mul_pow, ih, pow_succ (q ^ 2) n]
      ring
  have h0 : u 0 ≠ 0 := by
    intro h0
    apply hu
    funext n
    have hn := hsq n
    rw [h0] at hn
    simpa using hn
  rw [show (fun n => u n ^ 2) = fun n => u 0 ^ 2 * (q ^ 2) ^ n from funext hsq,
    summable_mul_left_iff (pow_ne_zero 2 h0), summable_geometric_iff_norm_lt_one,
    norm_pow, Real.norm_eq_abs, pow_lt_one_iff_of_nonneg (abs_nonneg q) two_ne_zero,
    hq, abs_div, div_lt_one (abs_pos.mpr hb)]
```

## Closing the chain into a ring

Now let $N\ge1$ rotors form a ring, with $N$ bonds and with indices taken modulo $N$. The balance $|a|\,|u_n|=|b|\,|u_{n+1}|$ holds on each bond of a zero mode. Summing it around the ring gives

$$|a|\sum_n|u_n|=|b|\sum_n|u_{n+1}|=|b|\sum_n|u_n|,$$

since a shift by one site only reorders the terms. With $S=\sum_n|u_n|$ this reads $(|a|-|b|)\,S=0$. If $|a|\neq|b|$, then $S=0$, and because no term is negative, every $u_n$ vanishes.

The rotors are labelled by `ZMod N`, so `n + 1` returns to the start after the last rotor, and `[NeZero N]` ensures that the ring is finite and not empty. In the proof `hshift` is the reordering, `hS` the summed balance, and `hz` the conclusion $S=0$. Neither coefficient is required to be non-zero.

The smallest ring has one rotor joined to itself, with the single condition $(a+b)\,u_0=0$; $|a|\neq|b|$ makes $a+b$ non-zero, so $u_0=0$. At equal magnitudes a ring can be floppy: for $b=-a$ a uniform displacement of all rotors stretches no bond.

```lean
/-- A closed ring of `N` rotors with `|a| ≠ |b|` has no non-zero zero mode. -/
theorem ring_rigid {a b : ℝ} {N : ℕ} [NeZero N] (hab : |a| ≠ |b|) (u : ZMod N → ℝ)
    (h : ∀ n, a * u n + b * u (n + 1) = 0) : u = 0 := by
  have hshift : ∑ n, |u (n + 1)| = ∑ n, |u n| :=
    Equiv.sum_comp (Equiv.addRight (1 : ZMod N)) (fun n => |u n|)
  -- sum the amplitude balance around the ring
  have hS : |a| * ∑ n, |u n| = |b| * ∑ n, |u n| := by

    calc |a| * ∑ n, |u n| = ∑ n, |a| * |u n| := Finset.mul_sum _ _ _
      _ = ∑ n, |b| * |u (n + 1)| :=
        Finset.sum_congr rfl fun n _ => amplitude_balance (h n)
      _ = |b| * ∑ n, |u n| := by rw [← Finset.mul_sum, hshift]
  have hz : ∑ n, |u n| = 0 := (mul_eq_mul_right_iff.mp hS).resolve_left hab
  funext n
  have hn := (Finset.sum_eq_zero_iff_of_nonneg fun m _ => abs_nonneg (u m)).mp hz n
    (Finset.mem_univ n)
  exact abs_eq_zero.mp hn

end

end RotorChain
```

```lean
#print axioms RotorChain.finrank_zero_modes
#print axioms RotorChain.zero_mode_edge
#print axioms RotorChain.half_infinite_normalisable_iff
#print axioms RotorChain.ring_rigid
```

```
'RotorChain.finrank_zero_modes' depends on axioms: [propext, Classical.choice, Quot.sound]
'RotorChain.zero_mode_edge' depends on axioms: [propext, Classical.choice, Quot.sound]
'RotorChain.half_infinite_normalisable_iff' depends on axioms: [propext, Classical.choice, Quot.sound]
'RotorChain.ring_rigid' depends on axioms: [propext, Classical.choice, Quot.sound]
```
